# A spectrum of N positive lines has, for every n ≤ N, an n-line substitute with the same first 2n moments

A response calculation in a finite basis can produce thousands of discrete excitation lines, while a later step needs only averages over them. Can a few lines stand in for all of them without changing the low moments of the spectrum?

## Equal moments up to order 2n − 1

Let the lines have strengths $f_i>0$ at distinct real energies $e_i$, with $i=0,\dots,N-1$, and let $n\le N$. Then there are $n$ distinct nodes $x_k$ and weights $w_k>0$, with $k=0,\dots,n-1$, such that

$$\sum_k w_k x_k^m=\sum_i f_i e_i^m\qquad (0\le m<2n).$$

Every node lies between the smallest and the largest energy, strictly so if $n<N$. In that case no $n$-point rule also matches the moment of order $2n$. For $n=1<N$ the single line carries the total strength and sits at the strength-weighted mean energy $\sum_i f_ie_i/\sum_i f_i$.

The nodes and weights form a pseudospectrum in the sense of a substitute spectrum, unrelated to the $\varepsilon$-pseudospectrum of numerical linear algebra.

## Lanczos spectra

For a finite Hermitian matrix $H$ and a start vector $v$, let $f_i$ be the squared norm of the projection of $v$ onto the eigenspace of $e_i$, leaving out eigenspaces with no overlap. The moments are then $\langle v|H^m|v\rangle$. Without rounding, $n$ Lanczos steps give such a rule: the nodes are the eigenvalues of the tridiagonal matrix, and the weights are $\langle v|v\rangle$ times the squared first components of its normalised eigenvectors. This link is background and is not proved below. A code can compare the two sides for $m<2n$; a mismatch at $m=2n$ is expected when $n<N$.

## Nodes from an orthogonal polynomial

Write $S(q)=\sum_i f_i\,q(e_i)$ for a polynomial $q$.

**Positivity.** Let $g\ge0$ at all energies and let $gr$ be nonzero of degree below $N$. Then $gr$ has too few roots to vanish at every energy. So $S(gr^2)>0$, since no term is negative and at least one is positive.

**Orthogonal polynomial.** The $n$ conditions $S(p\,x^j)=0$, $j<n$, on $n+1$ coefficients have a nonzero solution $p$ of degree at most $n$. If its degree were below $n$, then $S(p^2)=0$, against positivity. So $\deg p=n$.

**Roots, for $n<N$.** Let $p=gr$ with $g$ nonconstant. Then $\deg r<n$, so $S(gr^2)=S(pr)=0$, and by positivity $g$ is negative at some energy. The same argument for $-g$ and $-r$ shows that $g$ is also positive at some energy. Three choices of $g$ follow:

- $g=(x-c)^2$ is never negative, so $p$ has no double root.
- A nonconstant factor without real roots would change sign, and so would have a root. Hence $p$ has $n$ simple real roots $x_k$.
- $g=x-x_k$ takes both signs, so there are energies on both sides of $x_k$.

**Exactness.** Let $\ell_k(x)=\prod_{j\ne k}(x-x_j)/(x_k-x_j)$ and $w_k=S(\ell_k)$. For $\deg q<2n$, divide: $q=ps+t$ with $s$ and $t$ of degree below $n$. Then $S(ps)=0$ and $t(x_k)=q(x_k)$, so $t=\sum_k q(x_k)\ell_k$ and

$$S(q)=S(t)=\sum_k w_k\,q(x_k).$$

**Positive weights.** The square $\ell_k^2$ has degree $2n-2$ and $\ell_k(x_j)=\delta_{kj}$, so $w_k=\sum_j w_j\ell_k(x_j)^2=S(\ell_k^2)>0$.

**All lines kept.** For $n=N$, take $x=e$ and $w=f$.

**Sharpness.** For any $n<N$ nodes, let $r=\prod_k(x-x_k)$. A rule exact through order $2n$ would give $S(r^2)=\sum_k w_k r(x_k)^2=0$, but positivity gives $S(r^2)>0$.

## The Lean source

```lean
import Mathlib

open Polynomial

namespace GaussPseudospectrum

/-- The sum of a polynomial `q` over the discrete energies `e i`, weighted with the
strengths `f i`. -/
noncomputable def specSum {N : ℕ} (f e : Fin N → ℝ) (q : ℝ[X]) : ℝ :=
  ∑ i, f i * q.eval (e i)

/-- The polynomial `p` is orthogonal, with respect to the spectrum, to every polynomial of
lower degree. -/
def IsOrthogonal {N : ℕ} (f e : Fin N → ℝ) (p : ℝ[X]) : Prop :=
  ∀ r : ℝ[X], r.natDegree < p.natDegree → specSum f e (p * r) = 0

/-- The weight of node `x k`: the spectral sum of the Lagrange polynomial of that node. -/
noncomputable def gaussWeight {N n : ℕ} (f e : Fin N → ℝ) (x : Fin n → ℝ) (k : Fin n) : ℝ :=
  specSum f e (Lagrange.basis Finset.univ x k)

/-- The spectral sum of a polynomial of degree below `M` is a combination of the first `M`
moments of the spectrum. -/
theorem specSum_eq_moments {N M : ℕ} (f e : Fin N → ℝ) {q : ℝ[X]} (hq : q.natDegree < M) :
    specSum f e q = ∑ j ∈ Finset.range M, q.coeff j * ∑ i, f i * e i ^ j := by
  simp only [specSum, eval_eq_sum_range' hq, Finset.mul_sum]
  rw [Finset.sum_comm]
  exact Finset.sum_congr rfl fun j _ => Finset.sum_congr rfl fun i _ => by ring

/-- For positive strengths at `N` distinct energies, the spectral sum of `g r²` is positive if
`g` is nonnegative on the spectrum and `g r` is nonzero of degree below `N`. -/
theorem specSum_pos {N : ℕ} {f e : Fin N → ℝ} (hf : ∀ i, 0 < f i)
    (he : Function.Injective e) {g r : ℝ[X]} (h0 : g * r ≠ 0) (hd : (g * r).natDegree < N)
    (hg : ∀ i, 0 ≤ g.eval (e i)) : 0 < specSum f e (g * r * r) := by
  -- `g r` has too few roots to vanish at every energy
  have hex : ∃ i, (g * r).eval (e i) ≠ 0 := by
    by_contra h
    exact h0 (eq_zero_of_natDegree_lt_card_of_eval_eq_zero _ he
      (fun i => by_contra fun hi => h ⟨i, hi⟩) (by simpa using hd))
  obtain ⟨i, hi⟩ := hex
  have hnn : ∀ j, 0 ≤ (g * r * r).eval (e j) := fun j => by
    rw [eval_mul, eval_mul, mul_assoc]
    exact mul_nonneg (hg j) (mul_self_nonneg _)
  have hne : (g * r * r).eval (e i) ≠ 0 := by
    rw [eval_mul]
    refine mul_ne_zero hi fun h => hi ?_
    rw [eval_mul, h, mul_zero]
  unfold specSum
  exact Finset.sum_pos' (fun j _ => mul_nonneg (hf j).le (hnn j))
    ⟨i, Finset.mem_univ i, mul_pos (hf i) (lt_of_le_of_ne (hnn i) (Ne.symm hne))⟩

/-- For positive strengths at `N` distinct energies there is an orthogonal polynomial of each
degree `n ≤ N`. -/
theorem exists_orthogonal {N n : ℕ} {f e : Fin N → ℝ} (hf : ∀ i, 0 < f i)
    (he : Function.Injective e) (hn : n ≤ N) :
    ∃ p : ℝ[X], p ≠ 0 ∧ p.natDegree = n ∧ IsOrthogonal f e p := by
  -- `n` linear conditions on `n + 1` coefficients
  let L : degreeLT ℝ (n + 1) →ₗ[ℝ] (Fin n → ℝ) :=
    { toFun := fun p j => specSum f e ((p : ℝ[X]) * X ^ (j : ℕ))
      map_add' := by
        intro p q
        ext j
        simp [specSum, add_mul, mul_add, Finset.sum_add_distrib]
      map_smul' := by
        intro c p
        ext j
        simp only [specSum, Submodule.coe_smul, eval_mul, eval_smul, smul_eq_mul,
          Pi.smul_apply, RingHom.id_apply, Finset.mul_sum]
        exact Finset.sum_congr rfl fun i _ => by ring }
  have : Module.Finite ℝ (degreeLT ℝ (n + 1)) :=
    Module.Finite.equiv (degreeLTEquiv ℝ (n + 1)).symm
  have hk : LinearMap.ker L ≠ ⊥ := LinearMap.ker_ne_bot_of_finrank_lt (by
    rw [(degreeLTEquiv ℝ (n + 1)).finrank_eq]
    simp)
  obtain ⟨p, hpL, hp0⟩ := Submodule.exists_mem_ne_zero_of_ne_bot hk
  have hp : (p : ℝ[X]) ≠ 0 := fun h => hp0 (Subtype.ext h)
  have hdeg : (p : ℝ[X]).natDegree < n + 1 :=
    (natDegree_lt_iff_degree_lt hp).2 (mem_degreeLT.1 p.2)
  have horth : ∀ r : ℝ[X], r.natDegree < n → specSum f e ((p : ℝ[X]) * r) = 0 := by
    intro r hr
    have h1 : specSum f e ((p : ℝ[X]) * r)
        = specSum (fun i => f i * (p : ℝ[X]).eval (e i)) e r := by
      simp only [specSum, eval_mul, mul_assoc]
    rw [h1, specSum_eq_moments _ _ hr]
    refine Finset.sum_eq_zero fun j hj => ?_
    have h2 : specSum f e ((p : ℝ[X]) * X ^ j) = 0 :=
      congrFun (LinearMap.mem_ker.1 hpL) ⟨j, Finset.mem_range.1 hj⟩
    simp only [specSum, eval_mul, eval_pow, eval_X, ← mul_assoc] at h2
    simp only [h2, mul_zero]
  -- a lower degree would make `p` orthogonal to itself
  have hpn : (p : ℝ[X]).natDegree = n := by
    by_contra hne
    have h0 := horth p (by omega)
    have h1 := specSum_pos hf he (g := 1) (r := (p : ℝ[X])) (by rwa [one_mul])
      (by rw [one_mul]; omega) (fun i => by simp)
    rw [one_mul, h0] at h1
    exact lt_irrefl _ h1
  exact ⟨p, hp, hpn, fun r hr => horth r (by omega)⟩

/-- For positive strengths at `N` distinct energies, every nonconstant factor `g` of a nonzero
orthogonal polynomial of degree below `N` takes both signs on the spectrum. -/
theorem factor_changes_sign {N : ℕ} {f e : Fin N → ℝ} (hf : ∀ i, 0 < f i)
    (he : Function.Injective e) {p : ℝ[X]} (hp : p ≠ 0) (hN : p.natDegree < N)
    (ho : IsOrthogonal f e p) {g r : ℝ[X]} (hgr : p = g * r) (hg : 0 < g.natDegree) :
    (∃ i, g.eval (e i) < 0) ∧ ∃ j, 0 < g.eval (e j) := by
  have key : ∀ g r : ℝ[X], p = g * r → 0 < g.natDegree → ∃ i, g.eval (e i) < 0 := by
    intro g r hgr hg
    by_contra h
    have h0 : g * r ≠ 0 := hgr ▸ hp
    have hd := natDegree_mul (left_ne_zero_of_mul h0) (right_ne_zero_of_mul h0)
    rw [← hgr] at hd
    have h1 := specSum_pos hf he h0 (by rwa [← hgr])
      (fun i => not_lt.1 fun hi => h ⟨i, hi⟩)
    rw [← hgr, ho r (by omega)] at h1
    exact lt_irrefl _ h1
  refine ⟨key g r hgr hg, ?_⟩
  obtain ⟨j, hj⟩ := key (-g) (-r) (by rw [neg_mul_neg, hgr]) (by rwa [natDegree_neg])
  rw [eval_neg] at hj
  exact ⟨j, by linarith⟩

/-- For positive strengths at `N` distinct energies, a nonzero orthogonal polynomial of degree
below `N` has only simple real roots, as many as its degree, all strictly inside the spectrum. -/
theorem orthogonal_roots {N : ℕ} {f e : Fin N → ℝ} (hf : ∀ i, 0 < f i)
    (he : Function.Injective e) {p : ℝ[X]} (hp : p ≠ 0) (hN : p.natDegree < N)
    (ho : IsOrthogonal f e p) :
    p.roots.Nodup ∧ p.roots.card = p.natDegree ∧
      ∀ x ∈ p.roots, (∃ i, e i < x) ∧ ∃ j, x < e j := by
  refine ⟨Multiset.nodup_iff_count_le_one.2 fun c => ?_, ?_, fun x hx => ?_⟩
  · -- a double root would give a square factor
    by_contra h
    rw [count_roots] at h
    obtain ⟨r, hr⟩ := (le_rootMultiplicity_iff hp (a := c) (n := 2)).1 (by omega)
    obtain ⟨⟨i, hi⟩, _⟩ := factor_changes_sign hf he hp hN ho hr
      (by rw [natDegree_pow, natDegree_X_sub_C]; norm_num)
    rw [eval_pow] at hi
    exact absurd hi (not_lt_of_ge (sq_nonneg _))
  · -- the factor without real roots cannot change sign, so it is constant
    obtain ⟨q, hq, hcard, hroots⟩ := exists_prod_multiset_X_sub_C_mul p
    by_contra hne
    have hqd : 0 < q.natDegree := by omega
    have hq0 : q ≠ 0 := by
      intro h
      rw [h, natDegree_zero] at hqd
      exact lt_irrefl _ hqd
    obtain ⟨⟨i, hi⟩, j, hj⟩ := factor_changes_sign hf he hp hN ho
      (hq.symm.trans (mul_comm _ _)) hqd
    obtain ⟨c, hc⟩ := mem_range_of_exists_le_of_exists_ge q.continuous
      ⟨e i, hi.le⟩ ⟨e j, hj.le⟩
    have hmem : c ∈ q.roots := (mem_roots hq0).2 hc
    rw [hroots] at hmem
    exact Multiset.notMem_zero c hmem
  · obtain ⟨r, hr⟩ := dvd_iff_isRoot.2 (isRoot_of_mem_roots hx)
    obtain ⟨⟨i, hi⟩, j, hj⟩ := factor_changes_sign hf he hp hN ho hr
      (by rw [natDegree_X_sub_C]; norm_num)
    rw [eval_sub, eval_X, eval_C] at hi hj
    exact ⟨⟨i, by linarith⟩, j, by linarith⟩

/-- If the `n` distinct nodes are roots of a nonzero orthogonal polynomial of degree `n`, the
rule with the Gauss weights is exact for every polynomial of degree below `2n`. -/
theorem gauss_exact {N n : ℕ} {f e : Fin N → ℝ} {x : Fin n → ℝ} (hx : Function.Injective x)
    {p : ℝ[X]} (hp : p ≠ 0) (hpn : p.natDegree = n) (ho : IsOrthogonal f e p)
    (hroot : ∀ k, p.eval (x k) = 0) {q : ℝ[X]} (hq : q.natDegree < 2 * n) :
    specSum (gaussWeight f e x) x q = specSum f e q := by
  have hdm := EuclideanDomain.div_add_mod q p
  have hmod : (q % p).natDegree < p.natDegree := natDegree_mod_lt q (by omega)
  have hdiv : (q / p).natDegree < p.natDegree := by
    by_contra h
    have hd0 : q / p ≠ 0 := by
      intro h0
      rw [h0, natDegree_zero] at h
      omega
    have h3 := natDegree_sub_le q (q % p)
    rw [← eq_sub_of_add_eq hdm, natDegree_mul hp hd0] at h3
    omega
  -- the quotient drops out by orthogonality
  have h1 : specSum f e q = specSum f e (q % p) := by
    have h : specSum f e (p * (q / p) + q % p)
        = specSum f e (p * (q / p)) + specSum f e (q % p) := by
      simp only [specSum, eval_add, mul_add, Finset.sum_add_distrib]
    rw [hdm, ho _ hdiv, zero_add] at h
    exact h
  have h2 : ∀ k, (q % p).eval (x k) = q.eval (x k) := fun k => by
    have h := congrArg (eval (x k)) hdm
    rwa [eval_add, eval_mul, hroot, zero_mul, zero_add] at h
  -- the remainder is its own Lagrange interpolant
  have hlt : (q % p).degree < ((Finset.univ : Finset (Fin n)).card : WithBot ℕ) := by
    rw [Finset.card_univ, Fintype.card_fin]
    exact lt_of_le_of_lt degree_le_natDegree (by exact_mod_cast hpn ▸ hmod)
  have hI := Lagrange.eq_interpolate (s := Finset.univ) (v := x) hx.injOn hlt
  rw [Lagrange.interpolate_apply] at hI
  have hev : ∀ y, (q % p).eval y
      = ∑ k, q.eval (x k) * (Lagrange.basis Finset.univ x k).eval y := fun y => by
    have h := congrArg (eval y) hI
    simpa only [Polynomial.eval_finsetSum, eval_mul, eval_C, h2] using h
  rw [h1]
  simp only [specSum, gaussWeight, hev, Finset.mul_sum, Finset.sum_mul]
  rw [Finset.sum_comm]
  exact Finset.sum_congr rfl fun i _ => Finset.sum_congr rfl fun k _ => by ring

/-- For positive strengths at `N` distinct energies and `n < N`, there are `n` distinct nodes
strictly inside the spectrum and `n` positive weights that reproduce all moments of order
below `2n`. -/
theorem gauss_pseudospectrum_interior {N n : ℕ} {f e : Fin N → ℝ} (hf : ∀ i, 0 < f i)
    (he : Function.Injective e) (hn : n < N) :
    ∃ x w : Fin n → ℝ, Function.Injective x ∧ (∀ k, 0 < w k) ∧
      (∀ k, (∃ i, e i < x k) ∧ ∃ j, x k < e j) ∧
      ∀ m < 2 * n, ∑ k, w k * x k ^ m = ∑ i, f i * e i ^ m := by
  obtain ⟨p, hp, hpn, ho⟩ := exists_orthogonal hf he hn.le
  obtain ⟨hnd, hcard, hin⟩ := orthogonal_roots hf he hp (by omega) ho
  have hT : p.roots.toFinset.card = n := by
    rw [Multiset.toFinset_card_of_nodup hnd, hcard, hpn]
  obtain ⟨x, hx, hmem⟩ : ∃ x : Fin n → ℝ, Function.Injective x ∧ ∀ k, x k ∈ p.roots :=
    ⟨p.roots.toFinset.orderEmbOfFin hT, (p.roots.toFinset.orderEmbOfFin hT).injective,
      fun k => Multiset.mem_toFinset.1 (Finset.orderEmbOfFin_mem _ hT k)⟩
  have hex : ∀ q : ℝ[X], q.natDegree < 2 * n →
      specSum (gaussWeight f e x) x q = specSum f e q := fun q hq =>
    gauss_exact hx hp hpn ho (fun k => isRoot_of_mem_roots (hmem k)) hq
  refine ⟨x, gaussWeight f e x, hx, fun k => ?_, fun k => hin _ (hmem k), fun m hm => ?_⟩
  · -- the weight is the spectral sum of a squared Lagrange polynomial
    have hk := k.isLt
    set l := Lagrange.basis Finset.univ x k with hl
    have hself : l.eval (x k) = 1 := Lagrange.eval_basis_self hx.injOn (Finset.mem_univ k)
    have hl0 : l ≠ 0 := by
      intro h
      rw [h, eval_zero] at hself
      exact zero_ne_one hself
    have hld : l.natDegree = n - 1 := by
      have h := Lagrange.degree_basis (s := Finset.univ) hx.injOn (Finset.mem_univ k)
      rw [Finset.card_univ, Fintype.card_fin] at h
      exact natDegree_eq_of_degree_eq_some h
    have hpos := specSum_pos hf he (g := 1) (r := l) (by rwa [one_mul])
      (by rw [one_mul]; omega) (fun i => by simp)
    rw [one_mul, ← hex (l * l) (by rw [natDegree_mul hl0 hl0]; omega)] at hpos
    have hw : specSum (gaussWeight f e x) x (l * l) = gaussWeight f e x k := by
      unfold specSum
      rw [Finset.sum_eq_single k]
      · rw [eval_mul, hself, mul_one, mul_one]
      · intro j _ hj
        rw [eval_mul, hl, Lagrange.eval_basis_of_ne hj.symm (Finset.mem_univ j), mul_zero,
          mul_zero]
      · intro h
        exact absurd (Finset.mem_univ k) h
    rwa [hw] at hpos
  · have h := hex (X ^ m) (by rwa [natDegree_X_pow])
    simpa only [specSum, eval_pow, eval_X] using h

/-- Gauss rule for a discrete spectrum: for positive strengths at `N` distinct energies and
`n ≤ N`, there are `n` distinct nodes between the smallest and largest energy and `n` positive
weights that reproduce all moments of order below `2n`. -/
theorem gauss_pseudospectrum {N n : ℕ} {f e : Fin N → ℝ} (hf : ∀ i, 0 < f i)
    (he : Function.Injective e) (hn : n ≤ N) :
    ∃ x w : Fin n → ℝ, Function.Injective x ∧ (∀ k, 0 < w k) ∧
      (∀ k, (∃ i, e i ≤ x k) ∧ ∃ j, x k ≤ e j) ∧
      ∀ m < 2 * n, ∑ k, w k * x k ^ m = ∑ i, f i * e i ^ m := by
  rcases hn.lt_or_eq with h | h
  · obtain ⟨x, w, hx, hw, hb, hm⟩ := gauss_pseudospectrum_interior hf he h
    exact ⟨x, w, hx, hw, fun k => ⟨(hb k).1.imp fun _ => le_of_lt,
      (hb k).2.imp fun _ => le_of_lt⟩, hm⟩
  · -- with as many nodes as energies the spectrum is its own rule
    subst h
    exact ⟨e, f, he, hf, fun k => ⟨⟨k, le_rfl⟩, k, le_rfl⟩, fun _ _ => rfl⟩

/-- For positive strengths at `N` distinct energies and `n < N`, no `n` nodes and real weights
reproduce all moments up to and including order `2n`. -/
theorem gauss_order_sharp {N n : ℕ} {f e : Fin N → ℝ} (hf : ∀ i, 0 < f i)
    (he : Function.Injective e) (hn : n < N) (x w : Fin n → ℝ) :
    ¬ ∀ m ≤ 2 * n, ∑ k, w k * x k ^ m = ∑ i, f i * e i ^ m := by
  intro h
  -- the squared node polynomial vanishes on the nodes but not on the spectrum
  let r : ℝ[X] := ∏ k, (X - C (x k))
  have hr : r.Monic := monic_prod_of_monic _ _ fun k _ => monic_X_sub_C (x k)
  have hrd : r.natDegree = n := by
    have h1 := natDegree_prod_of_monic Finset.univ (fun k => X - C (x k))
      fun k _ => monic_X_sub_C (x k)
    simpa only [natDegree_X_sub_C, Finset.sum_const, Finset.card_univ, Fintype.card_fin,
      smul_eq_mul, mul_one] using h1
  have hpos := specSum_pos hf he (g := 1) (r := r) (by rw [one_mul]; exact hr.ne_zero)
    (by rw [one_mul]; omega) (fun i => by simp)
  have hd : (r * r).natDegree < 2 * n + 1 := by
    rw [natDegree_mul hr.ne_zero hr.ne_zero]
    omega
  have heq : specSum w x (r * r) = specSum f e (r * r) := by
    rw [specSum_eq_moments w x hd, specSum_eq_moments f e hd]
    refine Finset.sum_congr rfl fun j hj => ?_
    rw [h j (by have := Finset.mem_range.1 hj; omega)]
  have hzero : specSum w x (r * r) = 0 := by
    refine Finset.sum_eq_zero fun k _ => ?_
    have hk : r.eval (x k) = 0 := by
      change (∏ k, (X - C (x k))).eval (x k) = 0
      rw [eval_prod]
      exact Finset.prod_eq_zero (Finset.mem_univ k) (by simp)
    rw [eval_mul, hk, mul_zero, mul_zero]
  rw [one_mul, ← heq, hzero] at hpos
  exact lt_irrefl _ hpos

end GaussPseudospectrum
```

```lean
#print axioms GaussPseudospectrum.specSum_eq_moments
-- 'GaussPseudospectrum.specSum_eq_moments' depends on axioms: [propext, Classical.choice, Quot.sound]
#print axioms GaussPseudospectrum.gauss_pseudospectrum
-- 'GaussPseudospectrum.gauss_pseudospectrum' depends on axioms: [propext, Classical.choice, Quot.sound]
#print axioms GaussPseudospectrum.gauss_order_sharp
-- 'GaussPseudospectrum.gauss_order_sharp' depends on axioms: [propext, Classical.choice, Quot.sound]
```

## Existence for finite positive spectra

In `gauss_pseudospectrum`, `f e : Fin N → ℝ` are the strengths and energies, `hf` says that every strength is positive, and `he` that no two energies coincide; degenerate lines must be merged first. The bounds on a node are stated as an energy at or below it and one at or above it. `gauss_pseudospectrum_interior` has the strict version. `gauss_order_sharp` allows any real weights and even repeated nodes.

`specSum` is $S$, and `specSum_pos` is the positivity step. `exists_orthogonal` obtains $p$ from the kernel of a linear map by comparing dimensions. `factor_changes_sign` feeds the three cases of `orthogonal_roots`, and `gauss_exact` does the division and interpolation. The interior theorem lists the roots as nodes and proves the weights positive.

Nonzero strengths would not suffice in place of positive ones. With $f=(1,-1)$, $e=(0,1)$ and $n=1$, the moments require $w=0$ and $wx=-1$, which no rule satisfies.

The theorems make no statement on uniqueness of the rule, on rounding or on the error for other functions of energy. Replacing a real spectrum with a continuum by finitely many lines is a separate approximation.
